# On a shared centre, a radial potential couples Cartesian d Gaussians to s only through their trace, and never to p

## From six d functions to five

When a program converts a d shell from six Cartesian Gaussians to five solid-harmonic ones, it drops the combination r² exp(−βr²). For a single atom this also clears the s–d blocks of the overlap and nuclear-attraction matrices. The dropped combination is the only part of the shell that a radial potential on the same centre can couple to an s function, provided the integrals converge. The p–d blocks vanish in either form of the shell.

Let x be the position measured from the common centre, with r = ‖x‖ and coordinates xᵢ numbered from 0, so that x₀, x₁, x₂ are the usual x, y, z. A Cartesian d Gaussian is a quadratic polynomial times an exponential,

(xᵀQx) exp(−βr²), with xᵀQx = Σᵢⱼ Qᵢⱼ xᵢxⱼ,

where Q is a real 3×3 matrix. An s function is exp(−αr²), and a p function is (v·x) exp(−αr²) with a fixed vector v. The potential V(r) depends on distance only. V = 1 gives the overlap and, in atomic units, V = −Z/r gives the attraction of an electron to a nucleus of charge Z at the centre.

## Two integrals against a radial weight

Let g be a real function of r, and work in n dimensions. If r²g is integrable, then

n ∫ (xᵀQx) g = tr Q ∫ r² g.

If r³g is integrable, then (xᵀQx)(v·x) g is integrable and

∫ (xᵀQx)(v·x) g = 0.

**Convergence.** Since |xᵢ| ≤ r, we have |xᵢxⱼ g| ≤ r²|g|, so every second moment exists. With C = Σᵢⱼ |Qᵢⱼ| we also have |xᵀQx| ≤ C r² and |v·x| ≤ ‖v‖ r, so the cubic integrand is at most C‖v‖ r³|g|.

**Mixed moments.** Take i ≠ j and reverse the sign of xᵢ alone. This reflection preserves volume and r, so

∫ xᵢxⱼ g = −∫ xᵢxⱼ g,

and the integral is zero.

**Diagonal moments.** Exchanging coordinates i and k also preserves volume and r, so ∫ xₖ² g = ∫ xᵢ² g. Summing over k gives

∫ r² g = Σₖ ∫ xₖ² g = n ∫ xᵢ² g.

**The trace.** Expand the quadratic form and insert these moments:

n ∫ (xᵀQx) g = Σᵢⱼ Qᵢⱼ · n ∫ xᵢxⱼ g = Σᵢ Qᵢᵢ ∫ r² g = tr Q ∫ r² g.

**The cubic integral.** Under x → −x the quadratic factor is unchanged and v·x changes sign. The integral therefore equals its own negative and vanishes.

## Matrix elements between s, p and d

Set n = 3 and collect everything radial into one weight,

w(r) = exp(−αr²) V(r) exp(−βr²).

The s–d integrand is (xᵀQx) w, and the integrand between s and r² exp(−βr²) is r² w. The trace formula, divided by 3, gives

⟨s|V|d⟩ = (tr Q / 3) ⟨s|V|r² exp(−βr²)⟩.

The p–d integrand is (xᵀQx)(v·x) w, so ⟨p|V|d⟩ = 0.

If the element on the right of the s–d formula is non-zero, the s–d element vanishes exactly when tr Q = 0. This is the solid-harmonic condition, because the Laplacian of xᵀQx is 2 tr Q, a piece of ordinary calculus that the Lean file does not contain.

## An overlap with α = β = 1/2

Take V = 1, so that w = exp(−r²). The standard integrals are

∫ exp(−r²) = π^(3/2), ∫ r² exp(−r²) = (3/2) π^(3/2).

For the function x₀² exp(−r²/2) the trace is 1, and the overlap with s is (1/3)(3/2) π^(3/2) = π^(3/2)/2. The squared norms are π^(3/2) for s and ∫ x₀⁴ exp(−r²) = (3/4) π^(3/2) for d. Between normalised functions the overlap is therefore

(1/2) / √(3/4) = 1/√3 ≈ 0.577.

For 2x₂² − x₀² − x₁² the trace is 2 − 1 − 1 = 0, and the overlap vanishes.

## The Lean file

```lean
import Mathlib

open MeasureTheory

namespace SolidHarmonicGaussians

noncomputable section

/-- Euclidean space of dimension `n`. -/
abbrev Space (n : ℕ) := EuclideanSpace ℝ (Fin n)

/-- The quadratic polynomial `xᵀ Q x`. -/
def quad {n : ℕ} (Q : Matrix (Fin n) (Fin n) ℝ) (x : Space n) : ℝ :=
  ∑ i, ∑ j, Q i j * (x i * x j)

/-- The s-type Gaussian `exp (-α r²)`. -/
def sFun (α : ℝ) (x : Space 3) : ℝ := Real.exp (-α * ‖x‖ ^ 2)

/-- The p-type Gaussian `(v · x) exp (-α r²)`. -/
def pFun (α : ℝ) (v x : Space 3) : ℝ := inner ℝ v x * sFun α x

/-- The Cartesian d-type Gaussian `(xᵀ Q x) exp (-α r²)`. -/
def dFun (α : ℝ) (Q : Matrix (Fin 3) (Fin 3) ℝ) (x : Space 3) : ℝ := quad Q x * sFun α x

/-- The spherically symmetric function `r² exp (-α r²)`. -/
def r2Fun (α : ℝ) (x : Space 3) : ℝ := ‖x‖ ^ 2 * sFun α x

/-- The matrix element of the radial potential `V` between two real functions. -/
def coupling (V : ℝ → ℝ) (f h : Space 3 → ℝ) : ℝ := ∫ x, f x * V ‖x‖ * h x

variable {n : ℕ} {g : ℝ → ℝ}

/-- In absolute value, a product of two coordinates is at most the squared distance from the origin.
-/
theorem abs_coord_mul_le (x : Space n) (i j : Fin n) : |x i * x j| ≤ ‖x‖ ^ 2 := by
  have h : ∀ k, |x k| ≤ ‖x‖ := fun k => by
    rw [← Real.norm_eq_abs]
    exact PiLp.norm_apply_le x k
  rw [abs_mul, sq]
  exact mul_le_mul (h i) (h j) (abs_nonneg _) (norm_nonneg _)

/-- A continuous function bounded by `C rᵏ`, with `k` non-zero, is integrable against a radial
weight `g` whenever `rᵏ g` is integrable. -/
theorem integrable_of_growth {p : Space n → ℝ} {k : ℕ} {C : ℝ} (hk : k ≠ 0)
    (hp : Continuous p) (hC : ∀ x, |p x| ≤ C * ‖x‖ ^ k)
    (hg : Integrable fun x : Space n => ‖x‖ ^ k * g ‖x‖) :
    Integrable fun x : Space n => p x * g ‖x‖ := by
  have h0 : p 0 = 0 := by
    have := hC 0
    simpa [hk] using this
  -- measurability is inherited from `rᵏ g` through the bounded ratio `p / rᵏ`
  have heq : (fun x : Space n => p x * g ‖x‖) =
      fun x => (p x / ‖x‖ ^ k) * (‖x‖ ^ k * g ‖x‖) := by
    funext x
    rcases eq_or_ne x 0 with rfl | hx
    · simp [h0]
    · have hr : ‖x‖ ^ k ≠ 0 := pow_ne_zero _ (norm_ne_zero_iff.2 hx)
      field_simp
  refine (hg.norm.const_mul C).mono' ?_ (.of_forall fun x => ?_)
  · rw [heq]
    exact ((hp.measurable.div (measurable_norm.pow_const k)).aestronglyMeasurable).mul
      hg.aestronglyMeasurable
  · simp only [Real.norm_eq_abs, abs_mul, abs_pow, abs_norm]
    rw [← mul_assoc]
    exact mul_le_mul_of_nonneg_right (hC x) (abs_nonneg _)

/-- Rotations and reflections leave an integral over all space unchanged. -/
theorem integral_comp_isometry (U : Space n ≃ₗᵢ[ℝ] Space n) (f : Space n → ℝ) :
    ∫ x, f (U x) = ∫ x, f x :=
  U.measurePreserving.integral_comp U.toHomeomorph.measurableEmbedding f

/-- If `r² g` is integrable, the second moments of the radial weight `g` form an isotropic tensor:
`n ∫ xᵢ xⱼ g = δᵢⱼ ∫ r² g`. -/
theorem second_moment (hg : Integrable fun x : Space n => ‖x‖ ^ 2 * g ‖x‖) (i j : Fin n) :
    (n : ℝ) * ∫ x : Space n, x i * x j * g ‖x‖ =
      if i = j then ∫ x : Space n, ‖x‖ ^ 2 * g ‖x‖ else 0 := by
  split_ifs with h
  · subst h
    -- swapping two coordinates shows that all diagonal moments agree
    have hd : ∀ k, ∫ x : Space n, x k * x k * g ‖x‖ = ∫ x : Space n, x i * x i * g ‖x‖ := by
      intro k
      obtain ⟨U, hU⟩ : ∃ U : Space n ≃ₗᵢ[ℝ] Space n, ∀ x, U x i = x k :=
        ⟨LinearIsometryEquiv.piLpCongrLeft 2 ℝ ℝ (Equiv.swap i k), fun x => by
          simp [LinearIsometryEquiv.piLpCongrLeft_apply, Equiv.piCongrLeft']⟩
      have e := integral_comp_isometry U (fun x => x i * x i * g ‖x‖)
      simpa only [U.norm_map, hU] using e
    have hs : ∫ x : Space n, ‖x‖ ^ 2 * g ‖x‖ = ∑ k, ∫ x : Space n, x k * x k * g ‖x‖ := by
      rw [← MeasureTheory.integral_finsetSum _ (fun k _ => integrable_of_growth (C := 1) two_ne_zero
        (by fun_prop) (fun x => by simpa using abs_coord_mul_le x k k) hg)]
      refine integral_congr_ae (.of_forall fun x => ?_)
      show ‖x‖ ^ 2 * g ‖x‖ = ∑ k, x k * x k * g ‖x‖
      rw [EuclideanSpace.norm_sq_eq, Finset.sum_mul]
      refine Finset.sum_congr rfl fun k _ => ?_
      rw [Real.norm_eq_abs, sq_abs, sq]
    rw [hs, Finset.sum_congr rfl (fun k _ => hd k), Finset.sum_const, Finset.card_univ,
      Fintype.card_fin, nsmul_eq_mul]
  · -- reversing the sign of one coordinate removes the mixed moment
    obtain ⟨U, hi, hj⟩ : ∃ U : Space n ≃ₗᵢ[ℝ] Space n,
        (∀ x, U x i = -x i) ∧ ∀ x, U x j = x j :=
      ⟨LinearIsometryEquiv.piLpCongrRight 2 (fun k : Fin n =>
        (if k = i then LinearIsometryEquiv.neg ℝ else LinearIsometryEquiv.refl ℝ ℝ :
          ℝ ≃ₗᵢ[ℝ] ℝ)), fun x => by simp, fun x => by simp [Ne.symm h]⟩
    have e := integral_comp_isometry U (fun x => x i * x j * g ‖x‖)
    simp only [U.norm_map, hi, hj, neg_mul, integral_neg] at e
    have e0 : ∫ x : Space n, x i * x j * g ‖x‖ = 0 := by linarith
    rw [e0, mul_zero]

/-- If `r² g` is integrable, a quadratic polynomial in `n` dimensions integrates against the radial
weight `g` through its trace: `n ∫ (xᵀ Q x) g = tr Q ∫ r² g`. -/
theorem integral_quad (Q : Matrix (Fin n) (Fin n) ℝ)
    (hg : Integrable fun x : Space n => ‖x‖ ^ 2 * g ‖x‖) :
    (n : ℝ) * ∫ x : Space n, quad Q x * g ‖x‖ =
      Q.trace * ∫ x : Space n, ‖x‖ ^ 2 * g ‖x‖ := by
  have hint : ∀ i j, Integrable fun x : Space n => Q i j * (x i * x j * g ‖x‖) := fun i j =>
    (integrable_of_growth (C := 1) two_ne_zero (by fun_prop)
      (fun x => by simpa using abs_coord_mul_le x i j) hg).const_mul _
  have hsum : ∫ x : Space n, quad Q x * g ‖x‖ =
      ∑ i, ∑ j, Q i j * ∫ x : Space n, x i * x j * g ‖x‖ := by
    simp only [quad, Finset.sum_mul, mul_assoc (Q _ _)]
    rw [MeasureTheory.integral_finsetSum _ (fun i _ => MeasureTheory.integrable_finsetSum _ fun j _ => hint i j)]
    refine Finset.sum_congr rfl fun i _ => ?_
    rw [MeasureTheory.integral_finsetSum _ (fun j _ => hint i j)]
    exact Finset.sum_congr rfl fun j _ => integral_const_mul _ _
  calc (n : ℝ) * ∫ x : Space n, quad Q x * g ‖x‖
      = ∑ i, ∑ j, Q i j * ((n : ℝ) * ∫ x : Space n, x i * x j * g ‖x‖) := by
        rw [hsum, Finset.mul_sum]
        refine Finset.sum_congr rfl fun i _ => ?_
        rw [Finset.mul_sum]
        exact Finset.sum_congr rfl fun j _ => by ring
    _ = Q.trace * ∫ x : Space n, ‖x‖ ^ 2 * g ‖x‖ := by
        simp only [second_moment hg, mul_ite, mul_zero, Finset.sum_ite_eq, Finset.mem_univ,
          if_true, Matrix.trace, Matrix.diag_apply, Finset.sum_mul]

/-- A quadratic times a linear polynomial is integrable against a radial weight `g` with `r³ g`
integrable, and its integral vanishes. -/
theorem integral_quad_mul_linear (Q : Matrix (Fin n) (Fin n) ℝ) (v : Space n)
    (hg : Integrable fun x : Space n => ‖x‖ ^ 3 * g ‖x‖) :
    Integrable (fun x : Space n => quad Q x * inner ℝ v x * g ‖x‖) ∧
      ∫ x : Space n, quad Q x * inner ℝ v x * g ‖x‖ = 0 := by
  constructor
  · refine integrable_of_growth (C := (∑ i, ∑ j, |Q i j|) * ‖v‖) three_ne_zero
      (by unfold quad; fun_prop) (fun x => ?_) hg
    have hQ : |quad Q x| ≤ (∑ i, ∑ j, |Q i j|) * ‖x‖ ^ 2 := by
      simp only [quad, Finset.sum_mul]
      refine (Finset.abs_sum_le_sum_abs _ _).trans (Finset.sum_le_sum fun i _ =>
        (Finset.abs_sum_le_sum_abs _ _).trans (Finset.sum_le_sum fun j _ => ?_))
      rw [abs_mul]
      exact mul_le_mul_of_nonneg_left (abs_coord_mul_le x i j) (abs_nonneg _)
    rw [abs_mul]
    calc |quad Q x| * |inner ℝ v x|
        ≤ ((∑ i, ∑ j, |Q i j|) * ‖x‖ ^ 2) * (‖v‖ * ‖x‖) :=
          mul_le_mul hQ (abs_real_inner_le_norm v x) (abs_nonneg _) ((abs_nonneg _).trans hQ)
      _ = (∑ i, ∑ j, |Q i j|) * ‖v‖ * ‖x‖ ^ 3 := by ring
  · -- the integrand is odd under inversion
    have hq : ∀ x : Space n, quad Q (-x) = quad Q x := fun x => by simp [quad]
    have e := integral_neg_eq_self
      (fun x : Space n => quad Q x * inner ℝ v x * g ‖x‖) volume
    simp only [hq, inner_neg_right, norm_neg, mul_neg, neg_mul, integral_neg] at e
    linarith

/-- Through a radial potential a Cartesian d Gaussian couples to an s Gaussian exactly as `tr Q / 3`
times the function `r² exp (-β r²)` does, provided the matrix element with that function converges.
-/
theorem s_d_coupling (V : ℝ → ℝ) (α β : ℝ) (Q : Matrix (Fin 3) (Fin 3) ℝ)
    (hV : Integrable fun x => sFun α x * V ‖x‖ * r2Fun β x) :
    coupling V (sFun α) (dFun β Q) = Q.trace / 3 * coupling V (sFun α) (r2Fun β) := by
  -- collect both exponentials and the potential into one radial weight
  obtain ⟨w, hw⟩ : ∃ w : ℝ → ℝ, ∀ r, w r =
      Real.exp (-α * r ^ 2) * V r * Real.exp (-β * r ^ 2) := ⟨_, fun _ => rfl⟩
  have e1 : (fun x => sFun α x * V ‖x‖ * r2Fun β x) = fun x => ‖x‖ ^ 2 * w ‖x‖ := by
    funext x
    simp only [r2Fun, sFun, hw]
    ring
  have e2 : (fun x => sFun α x * V ‖x‖ * dFun β Q x) = fun x => quad Q x * w ‖x‖ := by
    funext x
    simp only [dFun, sFun, hw]
    ring
  rw [e1] at hV
  have h := integral_quad Q hV
  unfold coupling
  rw [e1, e2]
  push_cast at h
  linarith

/-- Through a radial potential the matrix element between a p Gaussian and a Cartesian d Gaussian
converges and vanishes, provided `r³` times the product of the potential and the two exponentials is
integrable. -/
theorem p_d_coupling (V : ℝ → ℝ) (α β : ℝ) (v : Space 3) (Q : Matrix (Fin 3) (Fin 3) ℝ)
    (hV : Integrable fun x : Space 3 => ‖x‖ ^ 3 * (sFun α x * V ‖x‖ * sFun β x)) :
    Integrable (fun x => pFun α v x * V ‖x‖ * dFun β Q x) ∧
      coupling V (pFun α v) (dFun β Q) = 0 := by
  obtain ⟨w, hw⟩ : ∃ w : ℝ → ℝ, ∀ r, w r =
      Real.exp (-α * r ^ 2) * V r * Real.exp (-β * r ^ 2) := ⟨_, fun _ => rfl⟩
  have e : (fun x => pFun α v x * V ‖x‖ * dFun β Q x) =
      fun x => quad Q x * inner ℝ v x * w ‖x‖ := by
    funext x
    simp only [pFun, dFun, sFun, hw]
    ring
  have hV' : Integrable fun x : Space 3 => ‖x‖ ^ 3 * w ‖x‖ := by
    simpa only [sFun, hw] using hV
  unfold coupling
  rw [e]
  exact integral_quad_mul_linear Q v hV'

/-- If the potential couples the s Gaussian to `r² exp (-β r²)`, then a d Gaussian decouples from
the s Gaussian exactly when `Q` is traceless. -/
theorem s_d_coupling_eq_zero_iff (V : ℝ → ℝ) (α β : ℝ) (Q : Matrix (Fin 3) (Fin 3) ℝ)
    (h : coupling V (sFun α) (r2Fun β) ≠ 0) :
    coupling V (sFun α) (dFun β Q) = 0 ↔ Q.trace = 0 := by
  -- a non-zero integral can only come from an integrable function
  have hV : Integrable fun x => sFun α x * V ‖x‖ * r2Fun β x :=
    by_contra fun hn => h (integral_undef hn)
  rw [s_d_coupling V α β Q hV]
  simp [h]

end

end SolidHarmonicGaussians
```

```lean
#print axioms SolidHarmonicGaussians.s_d_coupling
-- 'SolidHarmonicGaussians.s_d_coupling' depends on axioms: [propext, Classical.choice, Quot.sound]
#print axioms SolidHarmonicGaussians.p_d_coupling
-- 'SolidHarmonicGaussians.p_d_coupling' depends on axioms: [propext, Classical.choice, Quot.sound]
#print axioms SolidHarmonicGaussians.s_d_coupling_eq_zero_iff
-- 'SolidHarmonicGaussians.s_d_coupling_eq_zero_iff' depends on axioms: [propext, Classical.choice, Quot.sound]
```

## How the Lean statements describe the physics

`Space n` is n-dimensional Euclidean space with its usual volume measure, and `quad Q x` is xᵀQx. The matrix need not be symmetric: an antisymmetric part changes neither the polynomial nor the trace. The functions `sFun`, `pFun`, `dFun` and `r2Fun` are unnormalised, and `coupling V f h` is the integral of f V h. Normalisation rescales a matrix element but cannot turn a zero into a non-zero value.

The weight `g` and the potential `V` are arbitrary functions from ℝ to ℝ, restricted only by the integrability hypotheses. For a potential that is continuous away from the centre, these say that it is not too singular at the centre and that the integrands decay fast enough. The exponents may be any real numbers under the same hypotheses; for positive exponents, both the overlap and the nuclear attraction satisfy them.

`s_d_coupling` assumes that the element between s and r² exp(−βr²) converges. `p_d_coupling` assumes that r³ times the radial product is integrable, and it concludes both that the p–d integral converges and that it is zero. `s_d_coupling_eq_zero_iff` assumes that the potential really does mix s with r² exp(−βr²). A potential that changes sign could make that element vanish by cancellation, and the s–d element would then be zero for every Q.

All functions and the potential share one centre. In a molecule, the attraction to a neighbouring nucleus is not radial about this centre, and the theorems do not apply to it. Complex-valued functions and electron–electron repulsion integrals are not treated either.

## How the proof follows the symmetry argument

`abs_coord_mul_le` is the bound |xᵢxⱼ| ≤ r². `integrable_of_growth` turns such bounds into convergence: a continuous p with |p| ≤ C rᵏ, where k ≥ 1, is integrable against g whenever rᵏg is integrable. Since g itself is not assumed measurable, the proof writes p g as (p/rᵏ)(rᵏg) and takes measurability from the second factor. The bound forces p to vanish at the origin, so the rewriting holds there too.

`integral_comp_isometry` states that rotations and reflections preserve integrals. `second_moment` uses it twice. For i = j, the isometry built from `Equiv.swap i k` makes the diagonal moments equal, and `EuclideanSpace.norm_sq_eq` expands r² into their sum. For i ≠ j, an isometry that negates coordinate i alone gives an equation of the form −I = I, from which `linarith` obtains I = 0. Keeping the factor n on the left avoids a division, so the statement makes sense in every dimension, including zero.

`integral_quad` moves the integral inside the double sum, which is allowed because each term is integrable, and then inserts `second_moment`. The simplification with `Finset.sum_ite_eq` is the step where δᵢⱼ reduces the double sum to the trace.

`integral_quad_mul_linear` has two halves. The first multiplies the bound on the quadratic form by the Cauchy–Schwarz bound `abs_real_inner_le_norm`. The second applies `integral_neg_eq_self`, which is the inversion x → −x, and again finishes with `linarith`.

The Gaussian theorems introduce the weight `w` and use `ring` to rearrange the integrands into the forms already treated. The equivalence needs no separate convergence hypothesis: Lean assigns the value zero to the integral of a non-integrable function, so a non-zero element must come from a convergent integral. With that established, `s_d_coupling` reduces the claim to a product that vanishes only if its factor tr Q / 3 does.
